# Class C Bogoliubov–de Gennes matrices have an even number of zero modes, none of them self-conjugate

Let $H$ be a complex matrix acting on finite particle-hole spinors, and let

$$J=\begin{pmatrix}0&1\\-1&0\end{pmatrix},\qquad Cx=J\bar x .$$

If $HJ=-J\bar H$, then the kernel of $H$ has even complex dimension. Moreover, if $x\neq0$ is a zero mode, then $Cx$ is also a zero mode, and it is not a complex multiple of $x$. "Majorana" here means $Cx=cx$ for some complex $c$, so in this sense no nonzero zero mode of such a matrix is Majorana.

For a finite mean-field model of a singlet superconductor with full spin-rotation symmetry, written in the reduced space of spin-up electrons and spin-down holes, this gives a check on numerical diagonalisation: an odd count of zero modes points to a broken symmetry or to a tolerance that has separated a pair.

## Spinors and the particle-hole operation

```lean
import Mathlib

open Matrix

namespace ClassCZeroModes

noncomputable section

variable {n : Type*} [Fintype n] [DecidableEq n]
```

The type `n` labels the orbitals, of which there are finitely many. The sum `n ⊕ n` consists of two copies of these labels, so a function `n ⊕ n → ℂ` is a spinor $x=(u,v)$ with a particle part $u$ and a hole part $v$. In the usual singlet reduction, $u$ belongs to spin-up electrons and $v$ to spin-down holes.

```lean
/-- The matrix `[[0, 1], [-1, 0]]` in particle-hole blocks. -/
def J : Matrix (n ⊕ n) (n ⊕ n) ℂ := fromBlocks 0 1 (-1) 0
```

`fromBlocks` assembles a matrix from its four blocks, read row by row. Each `0` and `1` is an $n\times n$ zero or identity matrix.

```lean
/-- The singlet particle-hole operation `x ↦ J conj(x)`, a conjugate-linear map. -/
def phConj : (n ⊕ n → ℂ) →ₛₗ[starRingEnd ℂ] (n ⊕ n → ℂ) where
  toFun x := J *ᵥ star x
  map_add' x y := by rw [star_add, Matrix.mulVec_add]
  map_smul' c x := by rw [star_smul, Matrix.mulVec_smul]; rfl
```

Here `star x` is the entrywise conjugate $\bar x$, and `*ᵥ` multiplies a vector by a matrix. In components,

$$C(u,v)=(\bar v,-\bar u).$$

Physically, $C$ represents taking the adjoint of a quasiparticle operator together with a spin rotation that exchanges up and down. The rotation returns the result to the same reduced spinor space and supplies the minus sign.

The arrow `→ₛₗ[starRingEnd ℂ]` is Lean's type of conjugate-linear maps. The two fields after `toFun` prove $C(x+y)=Cx+Cy$ and $C(cx)=\bar c\,Cx$.

## Which matrices have the symmetry

```lean
/-- The class C particle-hole symmetry `H J = -J conj(H)`. -/
def ParticleHole (H : Matrix (n ⊕ n) (n ⊕ n) ℂ) : Prop :=
  H * J = -(J * H.map star)
```

`ParticleHole H` is the proposition $HJ=-J\bar H$. The expression `H.map star` conjugates every entry without transposing, so it is $\bar H$ and not $H^\dagger$.

```lean
omit [Fintype n] [DecidableEq n] in
/-- The Bogoliubov-de Gennes matrix `[[h, D], [conj D, -conj h]]`. -/
def bdg (h D : Matrix n n ℂ) : Matrix (n ⊕ n) (n ⊕ n) ℂ :=
  fromBlocks h D (D.map star) (-(h.map star))
```

This is the Bogoliubov–de Gennes matrix

$$\begin{pmatrix}h&D\\ \bar D&-\bar h\end{pmatrix},$$

with normal-state Hamiltonian $h$ and pairing matrix $D$. The definition accepts any complex $h$ and $D$.

```lean
/-- A matrix has the class C particle-hole symmetry exactly when it has the block form
`[[h, D], [conj D, -conj h]]`. -/
theorem particleHole_iff (H : Matrix (n ⊕ n) (n ⊕ n) ℂ) :
    ParticleHole H ↔ ∃ h D, H = bdg h D := by
  constructor
  · obtain ⟨a, b, c, d, rfl⟩ : ∃ a b c d, H = fromBlocks a b c d :=
      ⟨_, _, _, _, (fromBlocks_toBlocks H).symm⟩
    intro hH
    unfold ParticleHole J at hH
    rw [fromBlocks_map, fromBlocks_multiply, fromBlocks_multiply, fromBlocks_neg,
      fromBlocks_inj] at hH
    obtain ⟨-, -, h3, h4⟩ := hH
    have h3' : -d = a.map star := by simpa using h3
    have h4' : c = b.map star := by simpa using h4
    exact ⟨a, b, by rw [bdg, ← h3', ← h4', neg_neg]⟩
  · rintro ⟨h, D, rfl⟩
    unfold ParticleHole bdg J
    rw [fromBlocks_map, fromBlocks_multiply, fromBlocks_multiply, fromBlocks_neg,
      fromBlocks_inj]
    refine ⟨?_, ?_, ?_, ?_⟩ <;> ext i j <;> simp
```

The theorem says that the symmetry holds exactly for matrices of this form. To see it by hand, write $H$ with blocks $a,b,c,d$ and multiply:

$$HJ=\begin{pmatrix}-b&a\\-d&c\end{pmatrix},\qquad -J\bar H=\begin{pmatrix}-\bar c&-\bar d\\ \bar a&\bar b\end{pmatrix}.$$

The lower row gives $d=-\bar a$ and $c=\bar b$, and the upper row repeats these equations in conjugated form. Hence $h=a$ and $D=b$.

The Lean proof does the same. `fromBlocks_multiply` forms the products, `fromBlocks_inj` turns equality of matrices into four equations between blocks, and `h3'` and `h4'` are the two equations from the lower row. The converse checks all four blocks for a matrix already in the required form.

```lean
omit [Fintype n] [DecidableEq n] in
/-- The Bogoliubov-de Gennes matrix is Hermitian exactly when `h` is Hermitian and the
pairing matrix `D` is symmetric. -/
theorem bdg_isHermitian_iff (h D : Matrix n n ℂ) :
    (bdg h D).IsHermitian ↔ h.IsHermitian ∧ D.IsSymm := by
  unfold bdg Matrix.IsHermitian
  rw [fromBlocks_conjTranspose, fromBlocks_inj]
  constructor
  · rintro ⟨h1, h2, -, -⟩
    refine ⟨h1, Matrix.IsSymm.ext fun i j => ?_⟩
    have h3 := congrFun (congrFun h2 i) j
    simpa using h3
  · rintro ⟨hh, hD⟩
    refine ⟨hh, ?_, ?_, ?_⟩
    · ext i j
      simpa using hD.apply i j
    · ext i j
      simp [hD.apply i j]
    · ext i j
      have h3 : star (h i j) = h j i := congrFun (congrFun hh j) i
      simpa using h3.symm
```

Hermiticity is a separate condition. The adjoint of the matrix above is

$$\begin{pmatrix}h^\dagger&D^{T}\\ D^\dagger&-h^{T}\end{pmatrix}.$$

It equals the original exactly when $h^\dagger=h$ and $D^T=D$; the two lower blocks then agree automatically. A symmetric orbital pairing matrix is what singlet pairing requires, because the spin part is already antisymmetric. The proof compares blocks and then entries.

The zero-mode theorem below assumes only `ParticleHole H`. It therefore covers the physical Hermitian matrices and also non-Hermitian ones with the same symmetry.

## Why no nonzero spinor is self-conjugate

```lean
/-- The singlet particle-hole operation squares to minus one. -/
theorem phConj_phConj (x : n ⊕ n → ℂ) : phConj (phConj x) = -x := by
  change J *ᵥ star (J *ᵥ star x) = -x
  ext (i | i) <;>
    simp [J, Matrix.fromBlocks_mulVec, Matrix.neg_mulVec]
```

Applying $C$ twice gives

$$C^2(u,v)=C(\bar v,-\bar u)=(-u,-v).$$

So $C^2=-1$. In the proof, `ext (i | i)` treats the particle and hole components separately, and `simp` computes each.

```lean
/-- A spinor that the singlet particle-hole operation maps to a complex multiple of itself
is zero. -/
theorem eq_zero_of_selfConjugate {x : n ⊕ n → ℂ} {c : ℂ} (hx : phConj x = c • x) :
    x = 0 := by
  have h := phConj_phConj x
  rw [hx, LinearMap.map_smulₛₗ, hx, smul_smul] at h
  -- applying the operation twice gives (|c|² + 1) x = 0
  have h2 : ((Complex.normSq c + 1 : ℝ) : ℂ) • x = 0 := by
    rw [Complex.ofReal_add, Complex.ofReal_one, Complex.normSq_eq_conj_mul_self,
      add_smul, one_smul, h, neg_add_cancel]
  have h3 : Complex.normSq c + 1 ≠ 0 :=
    ne_of_gt (by linarith [Complex.normSq_nonneg c])
  exact (smul_eq_zero.mp h2).resolve_left (Complex.ofReal_ne_zero.mpr h3)
```

Suppose $Cx=cx$. Conjugate-linearity gives

$$-x=C^2x=C(cx)=\bar c\,Cx=|c|^2x,$$

and therefore $(|c|^2+1)x=0$. The factor is at least $1$, so $x=0$.

In Lean, `h` becomes the equation $\bar c c\,x=-x$, `h2` is $(|c|^2+1)x=0$, and `h3` says that the factor is nonzero. `Complex.normSq c` is $|c|^2$. No Hamiltonian appears: the obstruction comes from the sign of $C^2$ alone, and it applies to every nonzero spinor, at any energy.

This concerns self-conjugacy under $C$ in the reduced spinor space. It does not prevent an ordinary fermion operator from being written as a combination of two self-adjoint operators.

## Energies come in mirror pairs

```lean
/-- A Hamiltonian with class C symmetry anticommutes with the particle-hole operation. -/
theorem mulVec_phConj {H : Matrix (n ⊕ n) (n ⊕ n) ℂ} (hH : ParticleHole H)
    (x : n ⊕ n → ℂ) : H *ᵥ phConj x = -phConj (H *ᵥ x) := by
  have hs : star (H *ᵥ x) = H.map star *ᵥ star x := by
    ext i
    simp [Matrix.mulVec, dotProduct]
  change H *ᵥ (J *ᵥ star x) = -(J *ᵥ star (H *ᵥ x))
  rw [hs, Matrix.mulVec_mulVec, Matrix.mulVec_mulVec, hH, Matrix.neg_mulVec]
```

The matrix symmetry becomes an anticommutation rule on vectors:

$$HCx=HJ\bar x=-J\bar H\bar x=-J\,\overline{Hx}=-C(Hx).$$

The auxiliary equation `hs` is $\overline{Hx}=\bar H\bar x$. The final rewrite regroups the products and substitutes the symmetry `hH`.

```lean
/-- The particle-hole operation carries a solution at real energy `E` to a solution at
energy `-E`. -/
theorem mirror_energy {H : Matrix (n ⊕ n) (n ⊕ n) ℂ} (hH : ParticleHole H)
    {x : n ⊕ n → ℂ} {E : ℝ} (hx : H *ᵥ x = (E : ℂ) • x) :
    H *ᵥ phConj x = (-(E : ℂ)) • phConj x := by
  rw [mulVec_phConj hH, hx, LinearMap.map_smulₛₗ, Complex.conj_ofReal, neg_smul]
```

If $Hx=Ex$ with $E$ real, then

$$HCx=-C(Ex)=-E\,Cx.$$

The type `E : ℝ` records that the energy is real, and this is where $\bar E=E$ is used. For a nonzero $x$ the partner is nonzero too, since $C^2x=-x$. Zero is the only real energy that is its own mirror image.

## Counting the zero modes

```lean
/-- A finite-dimensional complex space with a conjugate-linear map squaring to minus one
has even dimension. -/
theorem even_finrank_of_antilinear {V : Type*} [AddCommGroup V] [Module ℂ V]
    [FiniteDimensional ℂ V] (T : V →ₛₗ[starRingEnd ℂ] V) (hT : ∀ v, T (T v) = -v) :
    Even (Module.finrank ℂ V) := by
  let b := Module.finBasis ℂ V
  let M : Matrix (Fin (Module.finrank ℂ V)) (Fin (Module.finrank ℂ V)) ℂ :=
    fun i j => b.repr (T (b j)) i
  -- in a basis, T² = -1 reads M conj(M) = -1
  have hM : M * M.map star = -1 := by
    ext k j
    have h1 : T (T (b j)) = ∑ i, star (M i j) • T (b i) := by
      conv_lhs => rw [← b.sum_repr (T (b j))]
      rw [map_sum]
      exact Finset.sum_congr rfl fun i _ => LinearMap.map_smulₛₗ T _ _
    have h2 := congrArg (fun v => b.repr v k) (h1.symm.trans (hT (b j)))
    simp only [map_sum, map_smul, map_neg, Finsupp.finsetSum_apply, Finsupp.smul_apply,
      Finsupp.neg_apply, b.repr_self, smul_eq_mul, Finsupp.single_apply] at h2
    have h3 : (if k = j then (1 : ℂ) else 0) = if j = k then 1 else 0 :=
      if_congr eq_comm rfl rfl
    rw [Matrix.mul_apply, Matrix.neg_apply, Matrix.one_apply, h3, ← h2]
    exact Finset.sum_congr rfl fun i _ => mul_comm _ _
  -- determinants give |det M|² = (-1)^d
  have hs : (M.map star).det = star M.det :=
    (Matrix.det_transpose _).symm.trans (Matrix.det_conjTranspose M)
  have hd := congrArg Matrix.det hM
  rw [Matrix.det_mul, hs, Matrix.det_neg, Matrix.det_one, mul_one, Fintype.card_fin] at hd
  by_contra hodd
  rw [(Nat.not_even_iff_odd.mp hodd).neg_one_pow] at hd
  have h3 : ((Complex.normSq M.det : ℝ) : ℂ) = -1 := (Complex.mul_conj _).symm.trans hd
  have h4 : Complex.normSq M.det = -1 := by exact_mod_cast h3
  linarith [Complex.normSq_nonneg M.det]
```

This lemma is pure linear algebra. Let $V$ be a complex space of finite dimension $d$, and let $T$ be a conjugate-linear map on $V$ with $T^2=-1$. The claim is that $d$ is even.

Choose a basis $b_j$ and define a matrix $M$ by $Tb_j=\sum_i M_{ij}b_i$. Since $T$ conjugates coefficients,

$$-b_j=T^2b_j=\sum_i\overline{M_{ij}}\,Tb_i=\sum_k\Big(\sum_i M_{ki}\overline{M_{ij}}\Big)b_k .$$

This reads $M\bar M=-1$. Taking determinants,

$$|\det M|^2=\det M\;\overline{\det M}=\det(-1)=(-1)^d .$$

The left side is nonnegative, so $d$ cannot be odd.

In the code, `Module.finrank ℂ V` is $d$, and `b.repr` extracts the coefficients of a vector in the basis. The step `h1` expands $T^2b_j$, `h2` reads off its $k$-th coefficient, and `hM` collects the result as a matrix equation. Then `hs` gives $\det\bar M=\overline{\det M}$, and `hd` is the determinant equation. The proof ends by contradiction: an odd $d$ would make $|\det M|^2$ equal to $-1$.

```lean
/-- With class C symmetry the space of zero modes has even dimension, and the particle-hole
partner of a nonzero zero mode is a zero mode that is not a complex multiple of it. -/
theorem classC_zero_modes {H : Matrix (n ⊕ n) (n ⊕ n) ℂ} (hH : ParticleHole H) :
    Even (Module.finrank ℂ (LinearMap.ker H.mulVecLin)) ∧
      ∀ x : n ⊕ n → ℂ, x ≠ 0 → H *ᵥ x = 0 →
        H *ᵥ phConj x = 0 ∧ ∀ c : ℂ, phConj x ≠ c • x := by
  have hker : ∀ x : n ⊕ n → ℂ, H *ᵥ x = 0 → H *ᵥ phConj x = 0 := fun x hx => by
    rw [mulVec_phConj hH, hx, map_zero, neg_zero]
  refine ⟨?_, fun x hx h0 => ⟨hker x h0, fun c hc => hx (eq_zero_of_selfConjugate hc)⟩⟩
  -- the particle-hole operation restricts to the kernel
  let T : LinearMap.ker H.mulVecLin →ₛₗ[starRingEnd ℂ] LinearMap.ker H.mulVecLin :=
    { toFun := fun v => ⟨phConj v.1, hker v.1 v.2⟩
      map_add' := fun v w => Subtype.ext (map_add phConj v.1 w.1)
      map_smul' := fun c v => Subtype.ext (LinearMap.map_smulₛₗ phConj c v.1) }
  exact even_finrank_of_antilinear T fun v => Subtype.ext (phConj_phConj v.1)
```

This is the main theorem. `H.mulVecLin` is the linear map $x\mapsto Hx$, and `LinearMap.ker` is its kernel, the space of zero modes. The first conclusion says that its complex dimension is even. The second says that for every nonzero $x$ with $Hx=0$ we have $HCx=0$, and $Cx\neq cx$ for every complex $c$.

By hand, $Hx=0$ implies $HCx=-C(Hx)=0$, so $C$ maps the kernel into itself. Its restriction still squares to $-1$, and the previous lemma gives an even dimension. If $Cx=cx$, the self-conjugacy lemma would force $x=0$, contrary to assumption.

In Lean, `hker` is the statement that $C$ preserves the kernel. An element of the kernel is a vector packaged with a proof that $H$ annihilates it, so the restricted map `T` must supply both: the vector `phConj v.1` and the proof from `hker`. `Subtype.ext` says that two such packages are equal when their vectors are.

The smallest nontrivial case is one orbital. For Hermitian $H$, $h$ is then a real number and $D$ a complex one, and direct multiplication gives $H^2=(h^2+|D|^2)\,1$. The kernel is zero unless $h=D=0$, in which case it has dimension two. A single zero mode never occurs.

The same determinant argument also leads to Kramers degeneracy. If a conjugate-linear $T$ with $T^2=-1$ *commutes* with a Hermitian matrix, it preserves every eigenspace, so every level has even degeneracy. That corollary is argued here in prose only. For a Hermitian class C matrix the operation anticommutes with $H$ and sends energy $E$ to $-E$, so the argument reaches only the level at zero.

## One simple level and one explicit zero mode

```lean
/-- For one orbital with `h = 1` and no pairing, the solutions at energy `1` are exactly the
multiples of the particle state. -/
theorem simple_level_at_nonzero_energy (x : Fin 1 ⊕ Fin 1 → ℂ) :
    bdg 1 0 *ᵥ x = x ↔ ∃ c : ℂ, x = Sum.elim (fun _ => c) (fun _ => 0) := by
  constructor
  · intro h
    have h1 := congrFun h (Sum.inr 0)
    have h2 : -x (Sum.inr 0) = x (Sum.inr 0) := by
      simpa [bdg, Matrix.mulVec, dotProduct] using h1
    have h3 : x (Sum.inr 0) = 0 := by linear_combination (-1 / 2) * h2
    refine ⟨x (Sum.inl 0), ?_⟩
    ext (i | i) <;> obtain rfl : i = 0 := Subsingleton.elim _ _
    · rfl
    · exact h3
  · rintro ⟨c, rfl⟩
    ext (i | i) <;> obtain rfl : i = 0 := Subsingleton.elim _ _ <;>
      simp [bdg, Matrix.mulVec, dotProduct]
```

With one orbital, $h=1$ and $D=0$, the matrix is $\mathrm{diag}(1,-1)$. The equation $Hx=x$ describes energy $1$, and the theorem states that its solutions are exactly $x=(c,0)$. `Sum.elim` joins a particle part and a hole part into one spinor.

By hand, the hole component satisfies $-v=v$, so $v=0$, while $u$ is free. The steps `h2` and `h3` are these two statements. This eigenvalue of the reduced matrix is therefore nondegenerate, which shows that class C symmetry does not force the eigenvalues of that matrix to have even degeneracy away from zero. The partner $(0,-1)$ sits at energy $-1$. It stands for removing a spin-down electron, and the adjoint operation creates one at energy $1$, so the physical excitation still has its twofold spin degeneracy.

```lean
/-- Two orbitals with `h = D = [[1, 1], [1, 1]]` give a Hermitian matrix with class C symmetry
and the zero mode `(1, -1, 0, 0)`. -/
theorem classC_zero_modes_witness :
    (bdg !![1, 1; 1, 1] !![1, 1; 1, 1]).IsHermitian ∧
      ParticleHole (bdg !![1, 1; 1, 1] !![1, 1; 1, 1]) ∧
      bdg !![1, 1; 1, 1] !![1, 1; 1, 1] *ᵥ Sum.elim ![1, -1] ![0, 0] = 0 := by
  refine ⟨(bdg_isHermitian_iff _ _).2 ⟨?_, ?_⟩, (particleHole_iff _).2 ⟨_, _, rfl⟩, ?_⟩
  · refine Matrix.IsHermitian.ext fun i j => ?_
    fin_cases i <;> fin_cases j <;> simp
  · refine Matrix.IsSymm.ext fun i j => ?_
    fin_cases i <;> fin_cases j <;> simp
  · ext (i | i) <;> fin_cases i <;>
      simp [bdg, Matrix.mulVec, dotProduct, Fin.sum_univ_two]

end

end ClassCZeroModes
```

The last theorem gives a matrix with nonzero pairing and a nonzero zero mode. Take two orbitals and

$$h=D=A=\begin{pmatrix}1&1\\1&1\end{pmatrix},\qquad H=\begin{pmatrix}A&A\\A&-A\end{pmatrix}.$$

The matrix $A$ is real and symmetric, so $H$ is Hermitian by the earlier criterion, and it has the symmetry because it has the required block form. Since $A(1,-1)^T=0$, the spinor $(1,-1,0,0)$ is a zero mode; normalised, it is $(1,-1,0,0)/\sqrt2$. Its partner under $C$ is $(0,0,-1,1)/\sqrt2$, which lies entirely in the hole part.

The notation `!![1, 1; 1, 1]` writes a matrix by rows. The proof applies the two characterisations from above and then checks the finitely many entries, with `fin_cases` listing the indices.

```lean
#print axioms ClassCZeroModes.mirror_energy
#print axioms ClassCZeroModes.classC_zero_modes
#print axioms ClassCZeroModes.simple_level_at_nonzero_energy
```

```
'ClassCZeroModes.mirror_energy' depends on axioms: [propext, Classical.choice, Quot.sound]
'ClassCZeroModes.classC_zero_modes' depends on axioms: [propext, Classical.choice, Quot.sound]
'ClassCZeroModes.simple_level_at_nonzero_energy' depends on axioms: [propext, Classical.choice, Quot.sound]
```
